# The resolvent of a finite-dimensional Hamiltonian at nonreal energy as a sum over its orthonormal eigenvectors

The theorem `resolvent_spectral` concerns a finite complex matrix `H` with a full set of orthonormal eigenvectors v_k and real eigenvalues E_k. It states that, for every z with nonzero imaginary part, multiplying z − H on the right by the sum of the projectors v_k v_k^*, each divided by z − E_k, gives the identity. This is the spectral form of the resolvent (z − H)⁻¹. The attempt distributes z − H over the sum and shows that each term reduces to the bare projector, relying on completeness, the fact that these projectors sum to the identity.

In Lean, a first try:

```lean
import Mathlib

open Matrix
open scoped ComplexOrder

namespace ResolventSpectral

noncomputable section

variable {m n ι : Type*} [Fintype m] [DecidableEq m] [Fintype n] [DecidableEq n]
  [Fintype ι] [DecidableEq ι]

/-- The vectors `v k` are orthonormal eigenvectors of `H` with real eigenvalues `E k`,
as many as the dimension of the space. -/
structure IsEigenbasis (H : Matrix ι ι ℂ) (E : ι → ℝ) (v : ι → ι → ℂ) : Prop where
  orthonormal : ∀ a b, star (v a) ⬝ᵥ v b = if a = b then 1 else 0
  eigen : ∀ k, H *ᵥ v k = (E k : ℂ) • v k

/-- Completeness: the projectors on the vectors of an eigenbasis sum to the identity. -/
theorem completeness {H : Matrix ι ι ℂ} {E : ι → ℝ} {v : ι → ι → ℂ}
    (hv : IsEigenbasis H E v) : ∑ k, vecMulVec (v k) (star (v k)) = 1 := by
  have h1 : (Matrix.of fun i k => v k i)ᴴ * (Matrix.of fun i k => v k i) = 1 := by
    ext a b
    simpa [Matrix.mul_apply, dotProduct, Matrix.one_apply] using hv.orthonormal a b
  -- a left inverse of a square matrix is a right inverse
  rw [← mul_eq_one_comm.mp h1]
  ext i j
  simp [Matrix.sum_apply, Matrix.mul_apply, vecMulVec_apply]

/-- Spectral form of the resolvent: for nonreal `z`, the sum of `v_k v_k^* / (z - E_k)` over an
eigenbasis of `H` inverts `z - H`. -/
theorem resolvent_spectral {H : Matrix ι ι ℂ} {E : ι → ℝ} {v : ι → ι → ℂ}
    (hv : IsEigenbasis H E v) {z : ℂ} (hz : z.im ≠ 0) :
    (z • (1 : Matrix ι ι ℂ) - H) *
      ∑ k, (z - E k)⁻¹ • vecMulVec (v k) (star (v k)) = 1 := by
  rw [← completeness hv, Finset.mul_sum]
  refine Finset.sum_congr rfl fun k _ => ?_
  have hne : z - E k ≠ 0 := fun h => hz (by simpa using congrArg Complex.im h)
  have hk : (z • (1 : Matrix ι ι ℂ) - H) *ᵥ v k = (z - E k) • v k := by
    rw [Matrix.sub_mulVec, Matrix.smul_mulVec, Matrix.one_mulVec, hv.eigen, sub_smul]
  have hp : (z • (1 : Matrix ι ι ℂ) - H) * vecMulVec (v k) (star (v k))
      = (z - E k) • vecMulVec (v k) (star (v k)) := by
    ext i j
    have e := congrFun hk i
    simp only [Matrix.mulVec, dotProduct, Pi.smul_apply, smul_eq_mul] at e
    simp only [Matrix.mul_apply, vecMulVec_apply, Matrix.smul_apply, smul_eq_mul]
    rw [← mul_assoc, ← e, Finset.sum_mul]
    exact Finset.sum_congr rfl fun x _ => by ring
  rw [Matrix.mul_smul, hp, smul_smul, inv_mul_cancel₀ hne, one_smul]

end

end ResolventSpectral
```

Lean reports:

```
Main.lean:49:23: error: Tactic `rewrite` failed: Did not find an occurrence of the pattern
  (z • 1 - H) * vecMulVec (v k) (star (v k))
in the target expression
  (z - ↑(E k))⁻¹ • ((z • ∑ k, vecMulVec (v k) (star (v k)) - H) * vecMulVec (v k) (star (v k))) =
    vecMulVec (v k) (star (v k))

ι : Type u_3
inst✝¹ : Fintype ι
inst✝ : DecidableEq ι
H : Matrix ι ι ℂ
E : ι → ℝ
v : ι → ι → ℂ
hv : IsEigenbasis H E v
z : ℂ
hz : z.im ≠ 0
k : ι
x✝ : k ∈ Finset.univ
hne : z - ↑(E k) ≠ 0
hk : (z • 1 - H) *ᵥ v k = (z - ↑(E k)) • v k
hp : (z • 1 - H) * vecMulVec (v k) (star (v k)) = (z - ↑(E k)) • vecMulVec (v k) (star (v k))
⊢ (z - ↑(E k))⁻¹ • ((z • ∑ k, vecMulVec (v k) (star (v k)) - H) * vecMulVec (v k) (star (v k))) =
    vecMulVec (v k) (star (v k))
```

This version goes through:

```diff
@@ -34,6 +34,6 @@
     (z • (1 : Matrix ι ι ℂ) - H) *
       ∑ k, (z - E k)⁻¹ • vecMulVec (v k) (star (v k)) = 1 := by
-  rw [← completeness hv, Finset.mul_sum]
-  refine Finset.sum_congr rfl fun k _ => ?_
+  rw [Finset.mul_sum]
+  refine (Finset.sum_congr rfl fun k _ => ?_).trans (completeness hv)
   have hne : z - E k ≠ 0 := fun h => hz (by simpa using congrArg Complex.im h)
   have hk : (z • (1 : Matrix ι ι ℂ) - H) *ᵥ v k = (z - E k) • v k := by
```

What went wrong. The message says that `rw [Matrix.mul_smul, hp, ...]` cannot find the left side of `hp`, which contains `z • 1 - H`. The goal has `z • ∑ k, vecMulVec (v k) (star (v k)) - H` in that place.

The cause is the earlier `rw [← completeness hv]`. It was meant to turn the `1` on the right of the equation into the sum of projectors, but `rw` replaces every instance of the pattern it finds, so the identity matrix inside `z • 1 - H` was replaced too. `hp` is true and proved, but it is stated with `1`, and `rw` does not use completeness to identify the two expressions.

The repair drops that rewrite and keeps `Finset.mul_sum`, so `z • 1 - H` stays as it was. `Finset.sum_congr` now shows that the distributed sum equals the sum of projectors, and `.trans (completeness hv)` carries that sum to `1`. In each term `hp` then matches, and the final `rw` goes through unchanged.
